# Plane waves diagonalise the antiperiodic hopping matrix for n ≥ 3

For \(n\ge 3\), let \(T\) be the \(n\times n\) matrix with ones beside the diagonal, \(-1\) in the two far corners and zeros elsewhere. Number the sites \(j=0,\dots,n-1\), and write \(\mathrm i\) for the imaginary unit. The vectors

\[
(v_m)_j=e^{\mathrm i k_m j},\qquad k_m=\frac{(2m+1)\pi}{n},\qquad m=0,\dots,n-1,
\]

form a basis of \(\mathbb C^n\), and

\[
T v_m = 2\cos(k_m)\,v_m .
\]

They are mutually orthogonal with squared norm \(n\), so the normalised modes have amplitudes \(e^{\mathrm i k_m j}/\sqrt n\). Every eigenvalue of \(T\) is one of the numbers \(2\cos k_m\).

## The momentum grid for even fermion parity

Take a periodic spin ring with the nearest-neighbour exchange \(J\sum_j(\sigma^+_j\sigma^-_{j+1}+\sigma^-_j\sigma^+_{j+1})\). Here \(\sigma^\pm_j=(\sigma^x_j\pm\mathrm i\sigma^y_j)/2\) raise and lower the spin-1/2 on site \(j\), and site \(n\) is identified with site \(0\). The Jordan-Wigner transformation, which reads an up spin as an occupied site, turns this exchange into fermions that hop along the ring without interacting. The bond that closes the ring picks up a sign that depends on the fermion parity. For an even number of fermions this sign is \(-1\), and the single-particle matrix is \(J\,T\).

A free-fermion code for this non-interacting model can therefore fill the levels \(2J\cos k_m\) directly in the even sector, provided that it uses the shifted momenta \(k_m\) and keeps only fillings with an even total number of fermions. The same formula gives an exact reference for a numerical diagonalisation of \(T\).

The smallest case is easy to check by eye:

\[
T=\begin{pmatrix}0&1&-1\\1&0&1\\-1&1&0\end{pmatrix},\qquad k_m=\frac{\pi}{3},\ \pi,\ \frac{5\pi}{3},\qquad 2\cos k_m=1,\ -2,\ 1 .
\]

## How the boundary sign fixes the modes

Let \(z_m=e^{\mathrm i k_m}\) be the phase gained from one site to the next, so that \((v_m)_j=z_m^{\,j}\). Going once around the ring gives

\[
z_m^{\,n}=e^{\mathrm i(2m+1)\pi}=-1 .
\]

**Eigenvalue equation.** Let \(z\) be any complex number with \(z^n=-1\), and set \(v_j=z^j\). Then \(z\neq 0\). In a row \(i\) with \(0<i<n-1\), the two neighbours contribute

\[
(Tv)_i=z^{i+1}+z^{i-1}=(z+z^{-1})z^i .
\]

In the first row, \(z^{n-1}=z^n z^{-1}=-z^{-1}\), and hence

\[
(Tv)_0=z-z^{n-1}=z+z^{-1}.
\]

In the last row, \(-1=z^n\), and hence

\[
(Tv)_{n-1}=z^{n-2}-1=z^{n-2}+z^n=(z+z^{-1})z^{n-1}.
\]

So \(Tv=(z+z^{-1})v\). For \(z=z_m\) the factor is \(e^{\mathrm i k_m}+e^{-\mathrm i k_m}=2\cos k_m\).

**Distinct phases.** Suppose that \(z_m=z_l\). Then \(k_m-k_l=2\pi N\) for some integer \(N\), which means \(m-l=Nn\). Both labels lie between \(0\) and \(n-1\), so \(|m-l|<n\). This forces \(N=0\) and \(m=l\).

**Orthogonality.** Since \(|z_m|=1\), complex conjugation inverts \(z_m\). With \(w=z_m^{-1}z_l\), the inner product is

\[
\langle v_m,v_l\rangle=\sum_{j=0}^{n-1}w^j .
\]

For \(m=l\) every term is \(1\) and the sum is \(n\). For \(m\ne l\) we have \(w\neq1\), while \(w^n=(-1)^{-1}(-1)=1\). Then

\[
(1-w)\sum_{j=0}^{n-1}w^j=1-w^n=0,
\]

and the sum vanishes.

**Basis.** If \(\sum_l g_l v_l=0\), the inner product with \(v_m\) gives \(n g_m=0\), so every coefficient is zero. The \(n\) vectors are linearly independent in a space of dimension \(n\), and therefore span it.

**No further eigenvalues.** Let \(Tu=\mu u\) with \(u\neq0\), and expand \(u=\sum_m c_m v_m\). Subtracting \(Tu\) from \(\mu u\) gives

\[
\sum_m c_m(\mu-2\cos k_m)v_m=0 .
\]

By linear independence, each product \(c_m(\mu-2\cos k_m)\) is zero. If \(\mu\) differed from every \(2\cos k_m\), all the \(c_m\) would vanish, contradicting \(u\neq0\).

## The matrix and its spectrum in Lean

```lean
import Mathlib

open Matrix

namespace AntiperiodicChain

noncomputable section

/-- For `n ≥ 3`, the hopping matrix of a ring of `n` sites in the antiperiodic sector: ones beside
the diagonal, `-1` in the two far corners, zeros elsewhere. -/
def hopping (n : ℕ) : Matrix (Fin n) (Fin n) ℂ :=
  Matrix.of fun i j =>
    if i.val + 1 = j.val ∨ j.val + 1 = i.val then 1
    else if (i.val = 0 ∧ j.val + 1 = n) ∨ (j.val = 0 ∧ i.val + 1 = n) then -1
    else 0

/-- The half-integer-shifted lattice momentum `k = (2m+1)π/n`. -/
def momentum (n m : ℕ) : ℝ := (2 * m + 1) * Real.pi / n

/-- The phase `exp(ik)` gained by a plane wave from one site to the next. -/
def phase (n m : ℕ) : ℂ := Complex.exp (momentum n m * Complex.I)

/-- The plane wave with amplitude `exp(ikj)` on site `j`. -/
def planeWave (n : ℕ) (m : Fin n) : Fin n → ℂ :=
  fun j => Complex.exp (Complex.I * momentum n m * (j.val : ℂ))

/-- The amplitude on site `j` is the `j`-th power of the one-site phase. -/
theorem planeWave_apply (n : ℕ) (m j : Fin n) :
    planeWave n m j = phase n m ^ j.val := by
  rw [planeWave, phase, ← Complex.exp_nat_mul]
  congr 1
  ring

/-- Once around the ring, the plane wave changes sign. -/
theorem phase_pow {n : ℕ} (hn : n ≠ 0) (m : ℕ) : phase n m ^ n = -1 := by
  have hn' : (n : ℂ) ≠ 0 := Nat.cast_ne_zero.mpr hn
  have h : (n : ℂ) * (momentum n m * Complex.I)
      = m * (2 * Real.pi * Complex.I) + Real.pi * Complex.I := by
    unfold momentum
    push_cast
    field_simp
  rw [phase, ← Complex.exp_nat_mul, h, Complex.exp_add, Complex.exp_nat_mul,
    Complex.exp_two_pi_mul_I, one_pow, one_mul, Complex.exp_pi_mul_I]

/-- For `n ≥ 3`, any geometric amplitude `z^j` with `z^n = -1` is reproduced by the hopping matrix
up to the factor `z + 1/z`. -/
theorem hopping_mulVec_pow {n : ℕ} (hn : 3 ≤ n) {z : ℂ} (hz : z ^ n = -1) :
    hopping n *ᵥ (fun j => z ^ j.val) = (z + z⁻¹) • (fun j : Fin n => z ^ j.val) := by
  have hz0 : z ≠ 0 := by
    rintro rfl
    rw [zero_pow (by omega)] at hz
    norm_num at hz
  ext i
  have hi := i.isLt
  -- the right neighbour `p` and the left neighbour `q` of site `i` on the ring
  obtain ⟨p, hp⟩ : ∃ p : Fin n, p.val = i.val + 1 ∨ (p.val = 0 ∧ i.val + 1 = n) := by
    by_cases h : i.val + 1 < n
    · exact ⟨⟨i.val + 1, h⟩, Or.inl rfl⟩
    · exact ⟨⟨0, by omega⟩, Or.inr ⟨rfl, by omega⟩⟩
  obtain ⟨q, hq⟩ : ∃ q : Fin n, q.val + 1 = i.val ∨ (i.val = 0 ∧ q.val + 1 = n) := by
    by_cases h : i.val = 0
    · exact ⟨⟨n - 1, by omega⟩, Or.inr ⟨h, by simp only []; omega⟩⟩
    · exact ⟨⟨i.val - 1, by omega⟩, Or.inl (by simp only []; omega)⟩
  have hpq : p ≠ q := by
    intro h
    have := congrArg Fin.val h
    omega
  have f0 : ∀ x, x ≠ p ∧ x ≠ q → hopping n i x * z ^ x.val = 0 := by
    intro x hx
    have h1 : x.val ≠ p.val := fun h => hx.1 (Fin.ext h)
    have h2 : x.val ≠ q.val := fun h => hx.2 (Fin.ext h)
    have hxl := x.isLt
    have e : hopping n i x = 0 := by
      simp only [hopping, Matrix.of_apply]
      split_ifs <;> first | (exfalso; omega) | rfl
    rw [e, zero_mul]
  -- the corner signs are compensated by `z ^ n = -1`
  have fp : hopping n i p * z ^ p.val = z * z ^ i.val := by
    rcases hp with h | ⟨h0, h1⟩
    · have e : hopping n i p = 1 := by
        simp only [hopping, Matrix.of_apply]
        split_ifs <;> first | (exfalso; omega) | rfl
      rw [e, h, one_mul, pow_succ']
    · have e : hopping n i p = -1 := by
        simp only [hopping, Matrix.of_apply]
        split_ifs <;> first | (exfalso; omega) | rfl
      rw [e, h0, ← pow_succ' z i.val, h1, hz, pow_zero, mul_one]
  have fq : hopping n i q * z ^ q.val = z⁻¹ * z ^ i.val := by
    rcases hq with h | ⟨h0, h1⟩
    · have e : hopping n i q = 1 := by
        simp only [hopping, Matrix.of_apply]
        split_ifs <;> first | (exfalso; omega) | rfl
      rw [e, ← h, pow_succ', one_mul, inv_mul_cancel_left₀ hz0]
    · have e : hopping n i q = -1 := by
        simp only [hopping, Matrix.of_apply]
        split_ifs <;> first | (exfalso; omega) | rfl
      have hh : z * z ^ q.val = -1 := by rw [← pow_succ' z q.val, h1, hz]
      rw [e, h0, pow_zero, mul_one]
      exact eq_inv_of_mul_eq_one_left (by linear_combination -hh)
  change ∑ j, hopping n i j * z ^ j.val = (z + z⁻¹) * z ^ i.val
  rw [Fintype.sum_eq_add p q hpq f0, fp, fq]
  ring

/-- Different mode labels `m` give different one-site phases. -/
theorem phase_injective {n : ℕ} {m l : Fin n} (h : phase n m = phase n l) : m = l := by
  obtain ⟨N, hN⟩ := Complex.exp_eq_exp_iff_exists_int.mp h
  have hm := m.isLt
  have hl := l.isLt
  have hn : (n : ℝ) ≠ 0 := Nat.cast_ne_zero.mpr (by omega)
  have h2 : momentum n m = momentum n l + N * (2 * Real.pi) := by
    apply Complex.ofReal_injective
    push_cast
    apply mul_right_cancel₀ Complex.I_ne_zero
    linear_combination hN
  have e : ∀ a : ℕ, momentum n a * n = (2 * a + 1) * Real.pi :=
    fun a => div_mul_cancel₀ _ hn
  have h3 : (m.val : ℝ) = l.val + N * n := by
    apply mul_right_cancel₀ (mul_ne_zero two_ne_zero Real.pi_ne_zero)
    linear_combination (n : ℝ) * h2 - e m + e l
  have h4 : (m.val : ℤ) = l.val + N * n := by exact_mod_cast h3
  -- both labels lie in `0..n-1`, so no multiple of `n` can separate them
  have hN1 : N < 1 := by
    by_contra hh
    have h5 : 0 ≤ (N - 1) * (n : ℤ) := mul_nonneg (by omega) (by omega)
    have h6 : (N - 1) * (n : ℤ) = N * n - n := by ring
    omega
  have hN2 : -1 < N := by
    by_contra hh
    have h5 : 0 ≤ (-1 - N) * (n : ℤ) := mul_nonneg (by omega) (by omega)
    have h6 : (-1 - N) * (n : ℤ) = -n - N * n := by ring
    omega
  have hN0 : N = 0 := by omega
  rw [hN0, zero_mul] at h4
  exact Fin.ext (by omega)

/-- The plane waves are mutually orthogonal, each with squared norm `n`. -/
theorem planeWave_orthogonal {n : ℕ} (m l : Fin n) :
    star (planeWave n m) ⬝ᵥ planeWave n l = if m = l then (n : ℂ) else 0 := by
  have hn : n ≠ 0 := by have := m.isLt; omega
  have h0 : phase n m ≠ 0 := Complex.exp_ne_zero _
  have hc : star (phase n m) = (phase n m)⁻¹ := by
    change (starRingEnd ℂ) _ = _
    rw [phase, ← Complex.exp_conj, ← Complex.exp_neg]
    simp
  have hs : star (planeWave n m) ⬝ᵥ planeWave n l
      = ∑ j ∈ Finset.range n, ((phase n m)⁻¹ * phase n l) ^ j := by
    rw [← Fin.sum_univ_eq_sum_range (fun j => ((phase n m)⁻¹ * phase n l) ^ j)]
    simp only [dotProduct]
    refine Finset.sum_congr rfl fun j _ => ?_
    rw [Pi.star_apply, planeWave_apply, planeWave_apply, star_pow, hc, mul_pow]
  rw [hs]
  split_ifs with h
  · subst h
    simp [inv_mul_cancel₀ h0]
  · -- a full geometric sum over a nontrivial root of unity vanishes
    have hw : ((phase n m)⁻¹ * phase n l) ^ n = 1 := by
      rw [mul_pow, inv_pow, phase_pow hn, phase_pow hn]
      norm_num
    have hw1 : (phase n m)⁻¹ * phase n l ≠ 1 :=
      fun h1 => h (phase_injective ((inv_mul_eq_one₀ h0).mp h1))
    have hg := mul_neg_geom_sum ((phase n m)⁻¹ * phase n l) n
    rw [hw, sub_self] at hg
    exact (mul_eq_zero.mp hg).resolve_left (sub_ne_zero.mpr (Ne.symm hw1))

/-- For `n ≥ 3` the `n` plane waves with `k = (2m+1)π/n` form a basis of eigenvectors of the
antiperiodic hopping matrix, with eigenvalues `2 cos k`. -/
theorem planeWave_eigenbasis {n : ℕ} (hn : 3 ≤ n) :
    LinearIndependent ℂ (planeWave n) ∧
    Submodule.span ℂ (Set.range (planeWave n)) = ⊤ ∧
    ∀ m : Fin n, hopping n *ᵥ planeWave n m
      = (2 * Real.cos (momentum n m) : ℂ) • planeWave n m := by
  have hn0 : n ≠ 0 := by omega
  have hli : LinearIndependent ℂ (planeWave n) := by
    rw [Fintype.linearIndependent_iff]
    intro g hg m
    -- project the vanishing combination on mode `m`
    have h := congrArg (fun w => star (planeWave n m) ⬝ᵥ w) hg
    simp only [dotProduct_sum, dotProduct_smul, planeWave_orthogonal, dotProduct_zero] at h
    simpa [hn0] using h
  refine ⟨hli, hli.span_eq_top_of_card_eq_finrank' (by simp), fun m => ?_⟩
  have hv : planeWave n m = fun j => phase n m ^ j.val := funext (planeWave_apply n m)
  have hcos : (2 * Real.cos (momentum n m) : ℂ) = phase n m + (phase n m)⁻¹ := by
    rw [phase, ← Complex.exp_neg, ← neg_mul, Complex.ofReal_cos, Complex.cos]
    ring
  rw [hv, hcos]
  exact hopping_mulVec_pow hn (phase_pow hn0 m)

/-- For `n ≥ 3`, a number `μ` is an eigenvalue of the antiperiodic hopping matrix exactly when it
equals `2 cos k` for one of the momenta `k = (2m+1)π/n`. -/
theorem eigenvalue_iff {n : ℕ} (hn : 3 ≤ n) (μ : ℂ) :
    (∃ w : Fin n → ℂ, w ≠ 0 ∧ hopping n *ᵥ w = μ • w) ↔
      ∃ m : Fin n, μ = 2 * Real.cos (momentum n m) := by
  obtain ⟨hli, hspan, heig⟩ := planeWave_eigenbasis hn
  constructor
  · rintro ⟨w, hw0, hw⟩
    by_contra hne
    have hne' : ∀ m : Fin n, μ ≠ 2 * Real.cos (momentum n m) := fun m h => hne ⟨m, h⟩
    -- expand the eigenvector in plane waves and compare coefficients
    obtain ⟨c, rfl⟩ := (Submodule.mem_span_range_iff_exists_fun ℂ).mp
      (show w ∈ Submodule.span ℂ (Set.range (planeWave n)) by
        rw [hspan]; exact Submodule.mem_top)
    have h1 := map_sum (hopping n).mulVecLin (fun m => c m • planeWave n m) Finset.univ
    simp only [Matrix.mulVecLin_apply, Matrix.mulVec_smul, heig] at h1
    rw [hw] at h1
    have h2 : ∑ m, (c m * (μ - 2 * Real.cos (momentum n m))) • planeWave n m = 0 := by
      rw [← sub_eq_zero, Finset.smul_sum, ← Finset.sum_sub_distrib] at h1
      rw [← h1]
      exact Finset.sum_congr rfl fun m _ => by module
    have hc : ∀ m, c m = 0 := fun m =>
      (mul_eq_zero.mp (Fintype.linearIndependent_iff.mp hli
        (fun m => c m * (μ - 2 * Real.cos (momentum n m))) h2 m)).resolve_right
        (sub_ne_zero.mpr (hne' m))
    exact hw0 (by simp [hc])
  · rintro ⟨m, rfl⟩
    exact ⟨planeWave n m, hli.ne_zero m, heig m⟩

end

end AntiperiodicChain
```

```lean
#print axioms AntiperiodicChain.planeWave_eigenbasis
#print axioms AntiperiodicChain.eigenvalue_iff
```

```
'AntiperiodicChain.planeWave_eigenbasis' depends on axioms: [propext, Classical.choice, Quot.sound]
'AntiperiodicChain.eigenvalue_iff' depends on axioms: [propext, Classical.choice, Quot.sound]
```

## What the theorems say about the ring

The type `Fin n` labels both the sites and the modes, starting from zero. A single-particle orbital on the ring is given by its amplitudes, a function `Fin n → ℂ`. In the spin ring these orbitals are filled by an even number of fermions; a single fermion belongs to the odd sector, where the closing bond has sign \(+1\). The matrix \(T\) is `hopping n`, given entry by entry, with hopping amplitude \(+1\) and the antiperiodic sign placed on the bond between the last site and the first. The real number `momentum n m` is \(k_m\); it lies between \(0\) and \(2\pi\), so a code that stores momenta between \(-\pi\) and \(\pi\) has to shift some of them by \(2\pi\). The vector `planeWave n m` is the unnormalised \(v_m\).

The main theorem, `planeWave_eigenbasis`, has three parts under the hypothesis `3 ≤ n`: the plane waves are linearly independent, their span is the whole space, and each satisfies the eigenvalue equation. In that equation `*ᵥ` applies the matrix to a vector and `•` multiplies a vector by a number.

The theorem `eigenvalue_iff` says that a complex number `μ` has a nonzero eigenvector exactly when it equals one of the \(2\cos k_m\). It concerns the set of eigenvalues. Multiplicities are read from the eigenbasis, where each label \(m\) contributes one dimension.

In `planeWave_orthogonal`, the expression `star (planeWave n m) ⬝ᵥ planeWave n l` is the inner product with the first vector conjugated. This theorem needs no lower bound on \(n\). The bound matters for the matrix: at \(n=2\) the left and right neighbours of a site are the same site, and the far corners coincide with the entries beside the diagonal.

## From neighbour sums to the full spectrum

`planeWave_apply` rewrites the exponential amplitude as a power of `phase n m`, and `phase_pow` proves the sign change around the ring.

The eigenvalue equation is proved in `hopping_mulVec_pow`. For each row `i`, the proof constructs the right neighbour `p` and the left neighbour `q`, wrapping around at the ends. It then shows that they differ, using `3 ≤ n`. The same bound ensures that the corner entries are \(-1\), which fails at \(n=2\). The facts `fp` and `fq` evaluate the two nonzero terms; each has an ordinary case and a corner case, and the corner cases use \(z^n=-1\). The fact `f0` removes all other terms, and `Fintype.sum_eq_add` reduces the row sum to the remaining two. This handles the three kinds of row in the derivation together.

`phase_injective` extracts the integer `N` from the equality of two exponentials, turns it into the integer equation \(m=l+Nn\), and bounds `N` strictly between \(-1\) and \(1\). `planeWave_orthogonal` then rewrites the inner product as a geometric sum and applies `mul_neg_geom_sum`, the identity for \((1-w)\sum_j w^j\).

In `planeWave_eigenbasis`, linear independence comes from projecting a vanishing combination on one mode, and the span follows by comparing the number of vectors with the dimension. The fact `hcos` identifies \(2\cos k_m\) with \(z_m+z_m^{-1}\), after which `hopping_mulVec_pow` finishes the proof. The forward direction of `eigenvalue_iff` expands an eigenvector in plane waves and compares coefficients, as in the derivation. The reverse direction supplies the plane wave itself, which is nonzero because it belongs to an independent family.

## Exact single-particle algebra only

The theorems concern one complex matrix with uniform hopping, in exact arithmetic. The spin ring, the Jordan-Wigner transformation and the restriction to even parity are not defined in the Lean code; the link to them is the standard result quoted earlier, which is not proved here. Disorder and a general boundary twist would need different matrices, and interacting fermions are in general not described exactly by filling the levels of a single-particle matrix. Nor is there any statement about rounding errors or about the eigenvectors that a numerical solver returns. Within a degenerate pair such as the two levels at \(1\) for \(n=3\), a solver may return any basis of the eigenspace, so a test should compare eigenvalues or subspaces instead of individual vectors.
